# Brauer's permutation lemma: a finite group has as many real irreducible characters as classes closed under inversion

Treat the label $E$ of the point group $C_3$ as a single species, meaning one irreducible representation over the complex numbers, and the orthogonality check fails. Its character $(2,-1,-1)$ has squared norm $4+1+1=6$, twice the group order, because $E$ stands for two complex-conjugate species. The number of species equals the number of classes, but that count alone does not say how many species have real characters.

Inversion, meaning here the map $g\mapsto g^{-1}$ and not the spatial inversion of a molecule, supplies the missing information. In $C_3$ it exchanges the two rotations and fixes only the identity class, so exactly one species is real. The general statement follows from a lemma on matrices. Let $X$ be an invertible complex matrix, and let $p$ permute its rows and $q$ its columns, with
$$X_{p(a),c}=X_{a,q(c)}\quad\text{for all } a,c .$$
Then $p$ and $q$ have equally many fixed points.

## Fixed points as a trace

Rows and columns carry separate finite index types `m` and `n`, since species and classes are different kinds of object.

```lean
import Mathlib

open ComplexConjugate

namespace BrauerPermutation

noncomputable section

section Matrices

variable {m n : Type*} [Fintype m] [Fintype n] [DecidableEq m] [DecidableEq n]
```

The permutation matrix of $p$ has entries $\delta_{p(a),b}$. Its diagonal entry is 1 when $p(a)=a$ and 0 otherwise, so
$$\#\{a: p(a)=a\}=\sum_a \delta_{p(a),a}.$$
In Lean, $\delta$ is the identity matrix `1`, and the count is read as a complex number.

```lean
/-- The number of fixed points of a permutation is the trace of its permutation matrix. -/
theorem card_fixed_eq_trace (p : Equiv.Perm m) :
    (Nat.card {a // p a = a} : ℂ) = ∑ a, (1 : Matrix m m ℂ) (p a) a := by
  simp [Nat.card_eq_fintype_card, Fintype.card_subtype, Matrix.one_apply]
```

## Moving the permutation from rows to columns

Let $Y$ be the inverse of $X$. Insert $XY=1$, exchange the sums, apply the relation between $p$ and $q$, and use $YX=1$:
$$\sum_a\delta_{p(a),a}=\sum_a\sum_c X_{p(a),c}Y_{c,a}=\sum_c\sum_a Y_{c,a}X_{a,q(c)}=\sum_c\delta_{c,q(c)}.$$
By the symmetry of $\delta$, the last sum is the number of fixed points of $q$.

The theorem takes $Y$ and both products as hypotheses. Its `calc` block follows this chain, and `exact_mod_cast` turns the equality of complex numbers into one of natural numbers.

```lean
/-- Brauer's permutation lemma: if permuting the rows of an invertible matrix by `p` has the
same effect as permuting its columns by `q`, then `p` and `q` have equally many fixed points. -/
theorem brauer_permutation (X : Matrix m n ℂ) (Y : Matrix n m ℂ)
    (hXY : X * Y = 1) (hYX : Y * X = 1) (p : Equiv.Perm m) (q : Equiv.Perm n)
    (h : ∀ a c, X (p a) c = X a (q c)) :
    Nat.card {a // p a = a} = Nat.card {c // q c = c} := by
  have key : (Nat.card {a // p a = a} : ℂ) = Nat.card {c // q c = c} := by
    rw [card_fixed_eq_trace, card_fixed_eq_trace]
    calc ∑ a, (1 : Matrix m m ℂ) (p a) a
        = ∑ a, ∑ c, X (p a) c * Y c a := by
          rw [← hXY]
          simp only [Matrix.mul_apply]
      _ = ∑ c, ∑ a, Y c a * X a (q c) := by
          -- exchange the sums and move the permutation from rows to columns
          rw [Finset.sum_comm]
          refine Finset.sum_congr rfl fun c _ => Finset.sum_congr rfl fun a _ => ?_
          rw [h, mul_comm]
      _ = ∑ c, (1 : Matrix n n ℂ) c (q c) := by
          rw [← hYX]
          simp only [Matrix.mul_apply]
      _ = ∑ c, (1 : Matrix n n ℂ) (q c) c :=
          Finset.sum_congr rfl fun c _ =>
            congrFun (congrFun (Matrix.transpose_one (n := n) (α := ℂ)) (q c)) c
  exact_mod_cast key
```

The relation passes to powers by induction on $k$:
$$X_{p^{k+1}(a),c}=X_{p^k(p(a)),c}=X_{p(a),q^k(c)}=X_{a,q^{k+1}(c)}.$$
The lemma then applies to $p^k$ and $q^k$.

```lean
/-- If permuting the rows of an invertible matrix by `p` has the same effect as permuting its
columns by `q`, then for each natural number `k` the powers `p ^ k` and `q ^ k` have equally many
fixed points. -/
theorem brauer_permutation_pow (X : Matrix m n ℂ) (Y : Matrix n m ℂ)
    (hXY : X * Y = 1) (hYX : Y * X = 1) (p : Equiv.Perm m) (q : Equiv.Perm n)
    (h : ∀ a c, X (p a) c = X a (q c)) (k : ℕ) :
    Nat.card {a // (p ^ k) a = a} = Nat.card {c // (q ^ k) c = c} := by
  refine brauer_permutation X Y hXY hYX (p ^ k) (q ^ k) ?_
  induction k with
  | zero => intro a c; simp
  | succ k ih =>
    intro a c
    rw [pow_succ, pow_succ', Equiv.Perm.mul_apply, Equiv.Perm.mul_apply, ih, h]

end Matrices
```

## What is assumed of a character table

Let $G$ be a finite group and let $\chi_i$ be a family of complex functions on it, indexed by the species $i$. The structure `IsCharacterTable` assumes five properties, which irreducible characters have by standard representation theory:

- `classFun`: $\chi_i(kgk^{-1})=\chi_i(g)$, because a trace does not change under a change of basis.
- `inv`: $\chi_i(g^{-1})=\overline{\chi_i(g)}$, because the representing matrices can be chosen unitary.
- `orth`: $\sum_g\chi_i(g)\overline{\chi_j(g)}=|G|\,\delta_{ij}$, the orthogonality of inequivalent irreducible species.
- `conj_mem`: the conjugate of each $\chi_i$ is again in the family, because conjugating the matrices of an irreducible representation gives another one.
- `square`: there are as many species as conjugacy classes, so the list is complete.

No representation appears in the structure, and the five properties do not single out irreducible characters: reversing the sign of a real $\chi_i$ preserves them all.

```lean
variable {G ι : Type*} [Group G] [Fintype G] [Fintype ι] [DecidableEq ι]

/-- Five properties required of a family `χ` of complex functions on a finite group: they are class
functions, take conjugate values at inverse elements, are orthogonal with squared norm equal to the
group order, are closed under complex conjugation, and are as many as the conjugacy classes. -/
structure IsCharacterTable (χ : ι → G → ℂ) : Prop where
  classFun : ∀ i g k, χ i (k * g * k⁻¹) = χ i g
  inv : ∀ i g, χ i g⁻¹ = conj (χ i g)
  orth : ∀ i j, ∑ g, χ i g * conj (χ j g) = if i = j then (Fintype.card G : ℂ) else 0
  conj_mem : ∀ i, ∃ j, ∀ g, χ j g = conj (χ i g)
  square : Nat.card ι = Nat.card (ConjClasses G)
```

To obtain a matrix, choose an element `rep C` in each class $C$ and set $X_{i,C}=\chi_i(\texttt{rep}\,C)$. Inversion sends $C$ to the class of $(\texttt{rep}\,C)^{-1}$.

```lean
/-- A chosen group element in each conjugacy class. -/
def rep (C : ConjClasses G) : G := Function.surjInv ConjClasses.mk_surjective C

/-- The values of a family `χ` at the chosen class elements, as a matrix with the labels `i` as rows
and the conjugacy classes as columns. -/
def classTable (χ : ι → G → ℂ) : Matrix ι (ConjClasses G) ℂ := fun i C => χ i (rep C)

/-- The conjugacy class of the inverse of the chosen element of a class. -/
def invClass (C : ConjClasses G) : ConjClasses G := ConjClasses.mk (rep C)⁻¹
```

The map `invClass` does not depend on the choice, and neither does the table when the $\chi_i$ are class functions. The representative of the class of $g$ is conjugate to $g$, and if $b=cac^{-1}$, then $b^{-1}=ca^{-1}c^{-1}$. Hence `invClass` sends the class of $g$ to the class of $g^{-1}$.

```lean
omit [Fintype G] in
private lemma rep_isConj (g : G) : IsConj (rep (ConjClasses.mk g)) g :=
  ConjClasses.mk_eq_mk_iff_isConj.1 (Function.surjInv_eq ConjClasses.mk_surjective _)

omit [Fintype G] in
private lemma isConj_inverse {a b : G} (h : IsConj a b) : IsConj a⁻¹ b⁻¹ := by
  obtain ⟨c, rfl⟩ := isConj_iff.1 h
  exact isConj_iff.2 ⟨c, by group⟩

omit [Fintype G] in
private lemma invClass_mk (g : G) : invClass (ConjClasses.mk g) = ConjClasses.mk g⁻¹ :=
  ConjClasses.mk_eq_mk_iff_isConj.2 (isConj_inverse (rep_isConj g))
```

Since $\chi_i$ is a class function, the table entry at the class of $g$ is $\chi_i(g)$.

```lean
omit [Fintype ι] in
private lemma classTable_mk {χ : ι → G → ℂ} (h : IsCharacterTable χ) (i : ι) (g : G) :
    classTable χ i (ConjClasses.mk g) = χ i g := by
  obtain ⟨c, hc⟩ := isConj_iff.1 (rep_isConj g)
  have h1 := h.classFun i (rep (ConjClasses.mk g)) c
  rw [hc] at h1
  exact h1.symm
```

Distinct species also have distinct characters. If $\chi_i=\chi_j$ with $i\ne j$, orthogonality gives
$$0=\sum_g\chi_i(g)\overline{\chi_j(g)}=\sum_g\chi_j(g)\overline{\chi_j(g)}=|G|,$$
which is impossible.

```lean
omit [Fintype ι] in
private lemma species_ext {χ : ι → G → ℂ} (h : IsCharacterTable χ) {i j : ι}
    (hij : ∀ g, χ i g = χ j g) : i = j := by
  by_contra hne
  have h1 := h.orth i j
  have h2 := h.orth j j
  simp only [hij] at h1
  rw [h1, if_neg hne, if_pos rfl] at h2
  exact Nat.cast_ne_zero.2 Fintype.card_ne_zero h2.symm
```

## Orthogonality inverts the table

Define
$$Y_{C,j}=\frac1{|G|}\sum_{g\in C}\overline{\chi_j(g)}.$$
Collecting the group sum class by class gives
$$(XY)_{ij}=\sum_C\sum_{g\in C}\frac{\chi_i(g)\overline{\chi_j(g)}}{|G|}=\frac1{|G|}\sum_g\chi_i(g)\overline{\chi_j(g)}=\delta_{ij}.$$
For a square matrix a right inverse is also a left inverse, so $YX=1$. This is where `square` enters. The step `Finset.sum_fiberwise` reassembles the classes into the whole group.

```lean
/-- If `χ` satisfies `IsCharacterTable`, then the matrix `classTable χ` is invertible. -/
theorem classTable_invertible [Fintype (ConjClasses G)] [DecidableEq (ConjClasses G)]
    {χ : ι → G → ℂ} (h : IsCharacterTable χ) :
    ∃ Y : Matrix (ConjClasses G) ι ℂ, classTable χ * Y = 1 ∧ Y * classTable χ = 1 := by
  have hG : (Fintype.card G : ℂ) ≠ 0 := Nat.cast_ne_zero.2 Fintype.card_ne_zero
  let Y : Matrix (ConjClasses G) ι ℂ := fun C j =>
    ∑ g with ConjClasses.mk g = C, conj (χ j g) / (Fintype.card G : ℂ)
  have hXY : classTable χ * Y = 1 := by
    ext i j
    rw [Matrix.mul_apply]
    -- collect the group sum class by class
    calc ∑ C, classTable χ i C * Y C j
        = ∑ C, ∑ g with ConjClasses.mk g = C,
            χ i g * conj (χ j g) / (Fintype.card G : ℂ) := by
          refine Finset.sum_congr rfl fun C _ => ?_
          change classTable χ i C * ∑ g with ConjClasses.mk g = C, _ = _
          rw [Finset.mul_sum]
          refine Finset.sum_congr rfl fun g hg => ?_
          have hC : ConjClasses.mk g = C := (Finset.mem_filter.1 hg).2
          rw [← hC, classTable_mk h, mul_div_assoc]
      _ = ∑ g, χ i g * conj (χ j g) / (Fintype.card G : ℂ) :=
          Finset.sum_fiberwise _ _ _
      _ = (1 : Matrix ι ι ℂ) i j := by
          rw [← Finset.sum_div, h.orth, Matrix.one_apply]
          split_ifs
          · exact div_self hG
          · exact zero_div _
  have hcard : Fintype.card ι = Fintype.card (ConjClasses G) := by
    rw [← Nat.card_eq_fintype_card, ← Nat.card_eq_fintype_card]
    exact h.square
  exact ⟨Y, hXY, (Matrix.mul_eq_one_comm_of_equiv (Fintype.equivOfCardEq hcard)).1 hXY⟩
```

## Conjugating species and inverting classes

Let $p(i)$ be the species with $\chi_{p(i)}=\overline{\chi_i}$, and let $q(C)$ be the class of the inverses of the elements of $C$. Both maps undo themselves when applied twice, so both are permutations. For $g\in C$,
$$X_{p(i),C}=\overline{\chi_i(g)}=\chi_i(g^{-1})=X_{i,q(C)},$$
and this is the relation that the lemma requires.

A species is fixed by $p$ exactly when its character is real, and a class is fixed by $q$ exactly when it contains the inverse of each of its elements. In the proof, `e1` and `e2` establish these two equivalences, and `brauer_permutation` equates the counts.

```lean
/-- In a family satisfying `IsCharacterTable`, the real-valued members are as numerous as the
conjugacy classes that are closed under taking inverses. -/
theorem card_real_species {χ : ι → G → ℂ} (h : IsCharacterTable χ) :
    Nat.card {i // ∀ g, conj (χ i g) = χ i g} =
      Nat.card {C : ConjClasses G // ∀ g, ConjClasses.mk g = C → ConjClasses.mk g⁻¹ = C} := by
  classical
  have : Finite (ConjClasses G) := Finite.of_surjective _ ConjClasses.mk_surjective
  let : Fintype (ConjClasses G) := Fintype.ofFinite _
  obtain ⟨Y, hXY, hYX⟩ := classTable_invertible h
  choose p hp using h.conj_mem
  -- conjugation permutes the species, inversion permutes the classes
  have hpp : Function.Involutive p := fun i =>
    species_ext h fun g => by rw [hp, hp, Complex.conj_conj]
  have hqq : Function.Involutive (invClass (G := G)) := fun C => by
    obtain ⟨g, rfl⟩ := ConjClasses.mk_surjective C
    rw [invClass_mk, invClass_mk, inv_inv]
  have e1 : ∀ i, (∀ g, conj (χ i g) = χ i g) ↔ hpp.toPerm p i = i := fun i =>
    ⟨fun hi => species_ext h fun g => (hp i g).trans (hi g), fun hi g => by
      have hi' : p i = i := hi
      rw [← hp, hi']⟩
  have e2 : ∀ C : ConjClasses G, (∀ g, ConjClasses.mk g = C → ConjClasses.mk g⁻¹ = C) ↔
      hqq.toPerm invClass C = C := fun C => by
    constructor
    · intro hC
      obtain ⟨g, rfl⟩ := ConjClasses.mk_surjective C
      exact (invClass_mk g).trans (hC g rfl)
    · intro hC g hg
      rw [← invClass_mk, hg]
      exact hC
  rw [Nat.card_congr (Equiv.subtypeEquivRight e1), Nat.card_congr (Equiv.subtypeEquivRight e2)]
  refine brauer_permutation (classTable χ) Y hXY hYX _ _ fun i C => ?_
  obtain ⟨g, rfl⟩ := ConjClasses.mk_surjective C
  change classTable χ (p i) (ConjClasses.mk g) = classTable χ i (invClass (ConjClasses.mk g))
  rw [invClass_mk, classTable_mk h, classTable_mk h, hp, h.inv]
```

"Real" refers here to the character. A species with real character may still have no realisation by real matrices, as happens for the two-dimensional spinor species of the double group of $D_2$.

For a finite point group and a real, spinless Hamiltonian, levels of a species with non-real character are degenerate with levels of the conjugate species, so the class list tells how many species are free of this pairing.

The same argument handles other power maps. For the irreducible characters of $G$ and an integer $r$ coprime to $|G|$, the species with $\chi_i(g^r)=\chi_i(g)$ for all $g$ are as numerous as the classes closed under $g\mapsto g^r$. Complex conjugation is replaced by the field automorphism that raises the $|G|$-th roots of unity to the power $r$. This extension is a remark and is not formalised here.

## When every character is real

Invertibility also shows that characters separate classes. Suppose $\chi_i(g)=\chi_i(k)$ for every $i$, while $g$ and $k$ lie in different classes $C$ and $C'$. Then
$$1=(YX)_{C,C}=\sum_iY_{C,i}\chi_i(g)=\sum_iY_{C,i}\chi_i(k)=(YX)_{C,C'}=0,$$
a contradiction.

```lean
/-- If every member of a family satisfying `IsCharacterTable` takes the same value at two group
elements, then these elements are conjugate. -/
theorem isConj_of_characters_eq {χ : ι → G → ℂ} (h : IsCharacterTable χ) {g k : G}
    (hgk : ∀ i, χ i g = χ i k) : IsConj g k := by
  classical
  have : Finite (ConjClasses G) := Finite.of_surjective _ ConjClasses.mk_surjective
  let : Fintype (ConjClasses G) := Fintype.ofFinite _
  obtain ⟨Y, _, hYX⟩ := classTable_invertible h
  by_contra hne
  have hne' : ConjClasses.mk g ≠ ConjClasses.mk k := fun e =>
    hne (ConjClasses.mk_eq_mk_iff_isConj.1 e)
  have h1 : (Y * classTable χ) (ConjClasses.mk g) (ConjClasses.mk g) =
      (Y * classTable χ) (ConjClasses.mk g) (ConjClasses.mk k) := by
    rw [Matrix.mul_apply, Matrix.mul_apply]
    refine Finset.sum_congr rfl fun i _ => ?_
    rw [classTable_mk h, classTable_mk h, hgk]
  rw [hYX, Matrix.one_apply_eq, Matrix.one_apply_ne hne'] at h1
  exact one_ne_zero h1
```

If all characters are real, then $\chi_i(g^{-1})=\overline{\chi_i(g)}=\chi_i(g)$ for every $i$, so $g$ and $g^{-1}$ are conjugate. Conversely, if they are conjugate, then $\overline{\chi_i(g)}=\chi_i(g^{-1})=\chi_i(g)$.

```lean
/-- The members of a family satisfying `IsCharacterTable` are all real-valued exactly when every
group element is conjugate to its inverse. -/
theorem all_real_iff {χ : ι → G → ℂ} (h : IsCharacterTable χ) :
    (∀ i g, conj (χ i g) = χ i g) ↔ ∀ g : G, IsConj g g⁻¹ := by
  constructor
  · intro hr g
    exact isConj_of_characters_eq h fun i => by rw [h.inv, hr]
  · intro hc i g
    obtain ⟨c, hc'⟩ := isConj_iff.1 (hc g)
    rw [← h.inv, ← hc', h.classFun]
```

## Cyclic groups of every order

For the cyclic group of order $n\ge1$, species and elements are both labelled by integers modulo $n$, and
$$\chi_j(g)=\exp(2\pi\mathrm i\,jg/n),$$
where $\mathrm i$ is the imaginary unit. The type `Multiplicative (ZMod n)` writes addition modulo $n$ as a group product, and `toAdd` returns to the additive label.

```lean
/-- The characters `exp (2πi j g / n)` of the cyclic group of order `n`. -/
def cyclicTable (n : ℕ) [NeZero n] (j : ZMod n) (g : Multiplicative (ZMod n)) : ℂ :=
  ZMod.stdAddChar (j * g.toAdd)
```

These functions satisfy all five assumptions. The group is commutative, so each element is its own class and there are $n$ of each. Changing the sign of $g$ or of $j$ conjugates the exponential. Orthogonality is the sum over roots of unity
$$\sum_x\exp(2\pi\mathrm i\,x(i-j)/n)=n\,\delta_{ij},$$
supplied by `AddChar.sum_mulShift`.

```lean
/-- The exponential characters of the cyclic group of order `n` form a character table. -/
theorem cyclicTable_witness (n : ℕ) [NeZero n] : IsCharacterTable (cyclicTable n) where
  classFun i g k := by rw [mul_comm k g, mul_inv_cancel_right]
  inv i g := by
    change ZMod.stdAddChar (i * -g.toAdd) = conj (ZMod.stdAddChar (i * g.toAdd))
    rw [mul_neg, AddChar.map_neg_eq_conj]
  orth i j := by

    have hs : ∀ x : ZMod n, (ZMod.stdAddChar (i * x) : ℂ) * conj (ZMod.stdAddChar (j * x)) =
        ZMod.stdAddChar (x * (i - j)) := fun x => by
      rw [← AddChar.map_neg_eq_conj, ← AddChar.map_add_eq_mul]
      congr 1
      ring
    have hsum : ∑ g, cyclicTable n i g * conj (cyclicTable n j g) =
        ∑ x : ZMod n, (ZMod.stdAddChar (x * (i - j)) : ℂ) :=
      Fintype.sum_equiv Multiplicative.toAdd _ _ fun g => hs g.toAdd
    rw [hsum, AddChar.sum_mulShift (i - j) (ZMod.isPrimitive_stdAddChar n)]
    by_cases hij : i = j <;> simp [hij, sub_eq_zero, Fintype.card_multiplicative]
  conj_mem i := ⟨-i, fun g => by
    change ZMod.stdAddChar (-i * g.toAdd) = conj (ZMod.stdAddChar (i * g.toAdd))
    rw [neg_mul, AddChar.map_neg_eq_conj]⟩
  square := Nat.card_congr (Multiplicative.ofAdd.trans ConjClasses.mkEquiv)

end

end BrauerPermutation
```

For $n=4$, with rows $j=0,1,2,3$ and columns $g=0,1,2,3$, the table is
$$X=\begin{pmatrix}1&1&1&1\\1&\mathrm i&-1&-\mathrm i\\1&-1&1&-1\\1&-\mathrm i&-1&\mathrm i\end{pmatrix}.$$
Conjugation exchanges rows 1 and 3, and inversion exchanges columns 1 and 3. Each fixes the labels 0 and 2, so there are two real species and two classes closed under inversion.

The trace gives the same count. Rows 0 and 2 contribute 1 each. Row 1 contributes
$$\tfrac14\sum_cX_{3,c}\overline{X_{1,c}}=\tfrac14(1-1+1-1)=0,$$
and row 3 likewise contributes 0, for a total of 2.

```lean
#print axioms BrauerPermutation.brauer_permutation
-- 'BrauerPermutation.brauer_permutation' depends on axioms: [propext, Classical.choice, Quot.sound]
#print axioms BrauerPermutation.brauer_permutation_pow
-- 'BrauerPermutation.brauer_permutation_pow' depends on axioms: [propext, Classical.choice, Quot.sound]
#print axioms BrauerPermutation.card_real_species
-- 'BrauerPermutation.card_real_species' depends on axioms: [propext, Classical.choice, Quot.sound]
#print axioms BrauerPermutation.all_real_iff
-- 'BrauerPermutation.all_real_iff' depends on axioms: [propext, Classical.choice, Quot.sound]
```
